# Wick's theorem for ordered products of bosonic fields with scalar contractions

Normal ordering is defined here on sets of labels, not on operators. Each field comes already split as A_i = p_i + m_i, where p_i stands for its creation part and m_i for its annihilation part. For a finite set S of labels,

N(S) = Σ_(T⊆S) (Π_(i∈T) p_i)(Π_(i∈S∖T) m_i).

The operators live in any algebra `R` over a commutative ring `K`, subject to three hypotheses: the p_i commute with one another, the m_i commute with one another, and m_i p_j − p_j m_i = c_ij·1 with c_ij in `K`. There is no Fock space, vacuum or adjoint, and the result is an identity between operators:

A_0 A_1 ⋯ A_(n−1) = Σ_S haf(c on S) N(Sᶜ).

The numbers c_ij are the contractions, S runs over all subsets of {0, …, n−1}, and Sᶜ is the complement of S in that set. The hafnian `haf` is 1 on the empty set; otherwise it pairs the smallest label with each other label and treats the rest likewise. For two fields the identity reads A_0 A_1 = N({0,1}) + c_01.

In a Fock space, every m_i gives zero on the vacuum and every p_i gives zero acting to the left on it, so N(S) has zero vacuum expectation value for nonempty S. The identity then reduces vacuum expectation values of polynomials in phonon displacements to sums over pairings. Fermionic signs and time ordering are not covered.

```lean
import Mathlib

open Finset

namespace BosonicOperatorWick

noncomputable section

variable {ι K R : Type*} [LinearOrder ι] [CommRing K] [Ring R] [Algebra K R]

/-- The hafnian of the contractions `c` on a finite set of indices: the smallest index is
paired with each other index in turn, and the remaining indices are treated the same way. -/
def haf (c : ι → ι → K) (S : Finset ι) : K :=
  if h : S.Nonempty then
    ∑ j ∈ S.erase (S.min' h), c (S.min' h) j * haf c ((S.erase (S.min' h)).erase j)
  else 1
termination_by S.card
decreasing_by
  exact lt_of_le_of_lt (Finset.card_le_card (Finset.erase_subset _ _))
    (Finset.card_erase_lt_of_mem (Finset.min'_mem S h))
```

## Creation parts commute, and so do annihilation parts

Physically, `hp` and `hm` say that bosonic quanta can be created, or removed, in any order. Without them the products in N(S) could depend on the order of their factors, and the formula would be ambiguous until an order was chosen. In Lean, `commProd` requires the commutation proof as an argument.

By hand, both hypotheses are used when a field a ∉ S is added. Subsets of S ∪ {a} that contain a contribute p_a, which can be written first; the others contribute m_a, which can be written last:

N(S ∪ {a}) = p_a N(S) + N(S) m_a.

`normal_insert` proves this by splitting the sum over subsets in the same way and matching the two halves term by term.

```lean
/-- The product of a family of mutually commuting operators over a finite set of indices. -/
def commProd (f : ι → R) (hf : ∀ i j, Commute (f i) (f j)) (S : Finset ι) : R :=
  S.noncommProd f (fun i _ j _ _ => hf i j)

variable {p m : ι → R} {c : ι → ι → K}

/-- The normal-ordered product of the fields `p i + m i` over `S`: the sum over all ways to
choose `p` or `m` from each field, with every `p` to the left of every `m`. -/
def normal (hp : ∀ i j, Commute (p i) (p j)) (hm : ∀ i j, Commute (m i) (m j))
    (S : Finset ι) : R :=
  ∑ T ∈ S.powerset, commProd p hp T * commProd m hm (S \ T)

/-- If `a` is not in `s`, adding `a` to both `s` and `T` does not change the difference `s \ T`. -/
lemma insert_sdiff_insert_new {a : ι} {s : Finset ι} (ha : a ∉ s) (T : Finset ι) :
    insert a s \ insert a T = s \ T := by
  ext x
  rcases eq_or_ne x a with rfl | h
  · simp [ha]
  · simp [h]

/-- The hafnian of the empty set of indices is one. -/
lemma haf_empty (c : ι → ι → K) : haf c ∅ = 1 := by
  rw [haf, dif_neg Finset.not_nonempty_empty]

/-- The normal-ordered product of no fields is the identity. -/
lemma normal_empty (hp : ∀ i j, Commute (p i) (p j)) (hm : ∀ i j, Commute (m i) (m j)) :
    normal hp hm ∅ = 1 := by
  have h1 : commProd p hp ∅ = 1 := Finset.noncommProd_empty p _
  have h2 : commProd m hm ∅ = 1 := Finset.noncommProd_empty m _
  have he : (∅ : Finset ι) \ ∅ = ∅ := by simp
  unfold normal
  rw [Finset.powerset_empty, Finset.sum_singleton, he, h1, h2, one_mul]

/-- A further field enters a normal-ordered product with its `p` part on the left and its
`m` part on the right. -/
theorem normal_insert (hp : ∀ i j, Commute (p i) (p j)) (hm : ∀ i j, Commute (m i) (m j))
    {a : ι} {s : Finset ι} (ha : a ∉ s) :
    normal hp hm (insert a s) = p a * normal hp hm s + normal hp hm s * m a := by
  unfold normal
  rw [Finset.sum_powerset_insert ha, Finset.mul_sum, Finset.sum_mul, add_comm]
  congr 1
  · refine Finset.sum_congr rfl fun T hT => ?_
    have haT : a ∉ T := fun h => ha (Finset.mem_powerset.1 hT h)
    have h1 : commProd p hp (insert a T) = p a * commProd p hp T :=
      Finset.noncommProd_insert_of_notMem T a p _ haT
    rw [insert_sdiff_insert_new ha, h1, mul_assoc]
  · refine Finset.sum_congr rfl fun T hT => ?_
    have haT : a ∉ T := fun h => ha (Finset.mem_powerset.1 hT h)
    have has : a ∉ s \ T := fun h => ha (Finset.mem_sdiff.1 h).1
    have h1 : commProd m hm (insert a (s \ T)) = commProd m hm (s \ T) * m a :=
      Finset.noncommProd_insert_of_notMem' (s \ T) a m _ has
    rw [Finset.insert_sdiff_of_notMem _ haT, h1, mul_assoc]
```

## Contractions are scalars

Hypothesis `hc` is m_i p_j − p_j m_i = c_ij·1, the canonical commutation relation for fields linear in the ladder operators. It gives

m_a N(S) = N(S) m_a + Q, with Q = Σ_(j∈S) c_aj N(S∖{j}).

For S = ∅ both sides are m_a. To add b ∉ S, write N for N(S) and use `hc` and the formula for S:

m_a(p_b N + N m_b)
= p_b m_a N + c_ab N + (N m_a + Q) m_b
= p_b N m_a + p_b Q + c_ab N + N m_b m_a + Q m_b
= N(S ∪ {b}) m_a + c_ab N + (p_b Q + Q m_b).

The bracket is Σ_(j∈S) c_aj N((S ∪ {b})∖{j}), by the insertion rule.

This is the `calc` block of `m_mul_normal`; `hs` is the statement about the bracket. An operator-valued commutator could not in general be moved past p_b to the front, as the bracket requires. The second equality of the hand computation, and the last step of the `calc` block, also use m_a m_b = m_b m_a, which is `hm`.

```lean
/-- Moving `m a` from the left to the right of a normal-ordered product produces one
contraction with each field in the product. -/
theorem m_mul_normal (hp : ∀ i j, Commute (p i) (p j)) (hm : ∀ i j, Commute (m i) (m j))
    (hc : ∀ i j, m i * p j - p j * m i = c i j • (1 : R)) (a : ι) (s : Finset ι) :
    m a * normal hp hm s
      = normal hp hm s * m a + ∑ j ∈ s, c a j • normal hp hm (s.erase j) := by
  induction s using Finset.induction_on with
  | empty =>
    rw [normal_empty, Finset.sum_empty, mul_one, one_mul, add_zero]
  | insert b s hb ih =>
    -- the contractions with the old fields, each still accompanied by field `b`
    have hs : ∑ j ∈ s, c a j • normal hp hm ((insert b s).erase j)
        = p b * (∑ j ∈ s, c a j • normal hp hm (s.erase j))
          + (∑ j ∈ s, c a j • normal hp hm (s.erase j)) * m b := by
      rw [Finset.mul_sum, Finset.sum_mul, ← Finset.sum_add_distrib]
      refine Finset.sum_congr rfl fun j hj => ?_
      have hbj : b ≠ j := fun h => hb (h ▸ hj)
      rw [Finset.erase_insert_of_ne hbj,
        normal_insert hp hm (fun h => hb (Finset.mem_of_mem_erase h)),
        smul_add, mul_smul_comm, smul_mul_assoc]
    have h1 : m a * p b = p b * m a + c a b • (1 : R) := by
      rw [← hc a b]; abel
    rw [Finset.sum_insert hb, Finset.erase_insert hb, hs, normal_insert hp hm hb]
    generalize (∑ j ∈ s, c a j • normal hp hm (s.erase j)) = Q at ih ⊢
    generalize normal hp hm s = N at ih ⊢
    calc m a * (p b * N + N * m b) = (m a * p b) * N + (m a * N) * m b := by noncomm_ring
      _ = (p b * m a + c a b • (1 : R)) * N + (N * m a + Q) * m b := by rw [h1, ih]
      _ = p b * (m a * N) + c a b • N + N * (m a * m b) + Q * m b := by
        simp only [add_mul, smul_mul_assoc, one_mul, mul_assoc]; abel
      _ = (p b * N + N * m b) * m a + (c a b • N + (p b * Q + Q * m b)) := by
        rw [ih, (hm a b).eq]
        simp only [mul_add, add_mul, mul_assoc]; abel
```

## Labels increase from left to right

The contraction c_ij belongs to A_i standing to the left of A_j, and c need not be symmetric. The reversed product A_1 A_0 contains c_10, whereas `haf` on {0,1} always gives c_01. `wick_list` therefore assumes an increasing list, which `List.finRange n` supplies.

Let a precede every label in s. Adding p_a N(S) to the previous formula gives

A_a N(S) = N(S ∪ {a}) + Σ_(j∈S) c_aj N(S∖{j}).

Multiplying the expansion for s by A_a then produces two sums over S ⊆ s:

Σ_S haf(S) N((s∖S) ∪ {a}) + Σ_S Σ_(j∈s∖S) c_aj haf(S) N((s∖S)∖{j}).

In the second, set S′ = S ∪ {j}. It becomes

Σ_(S′⊆s) [Σ_(j∈S′) c_aj haf(S′∖{j})] N(s∖S′),

and the square bracket is haf(S′ ∪ {a}), because a is the smallest label. The two sums are the terms of the enlarged expansion in which a is uncontracted and contracted.

`haf_insert` evaluates the square bracket, `sum_reindex` changes S to S′, and `field_mul_expansion` assembles the step. Induction on the list, starting from 1 = 1 for no fields, gives `wick_list` and then `wick`. `haf_odd` records that sets of odd size contribute nothing, since the recursion removes two labels at a time.

```lean
/-- Expansion of the hafnian along a new index that precedes all the others. -/
theorem haf_insert (c : ι → ι → K) {a : ι} {s : Finset ι} (h : ∀ x ∈ s, a < x) :
    haf c (insert a s) = ∑ j ∈ s, c a j * haf c (s.erase j) := by
  have ha : a ∉ s := fun h' => lt_irrefl a (h a h')
  have hne : (insert a s).Nonempty := Finset.insert_nonempty a s
  have hmin : (insert a s).min' hne = a := by
    apply le_antisymm (Finset.min'_le _ _ (Finset.mem_insert_self a s))
    refine Finset.le_min' _ _ _ fun y hy => ?_
    rcases Finset.mem_insert.1 hy with rfl | hy
    · exact le_rfl
    · exact (h y hy).le
  rw [haf, dif_pos hne, hmin, Finset.erase_insert ha]

/-- The hafnian of an odd number of indices vanishes. -/
theorem haf_odd (c : ι → ι → K) (S : Finset ι) (hS : Odd S.card) : haf c S = 0 := by
  induction S using Finset.strongInduction with
  | H S ih =>
    obtain ⟨k, hk⟩ := hS
    have hne : S.Nonempty := Finset.card_pos.1 (by omega)
    rw [haf, dif_pos hne]
    refine Finset.sum_eq_zero fun j hj => ?_
    have h1 := Finset.card_erase_of_mem (Finset.min'_mem S hne)
    have h2 := Finset.card_erase_of_mem hj
    have h3 := Finset.card_pos.2 ⟨j, hj⟩
    rw [ih _ (lt_of_le_of_lt (Finset.erase_subset _ _)
      (Finset.erase_ssubset (Finset.min'_mem S hne))) ⟨k - 1, by omega⟩, mul_zero]

/-- Choosing a set and then an index outside it is the same as choosing the enlarged set
and then an index inside it. -/
lemma sum_reindex (s : Finset ι) (f : ι → Finset ι → Finset ι → R) :
    ∑ S ∈ s.powerset, ∑ j ∈ s \ S, f j S ((s \ S).erase j)
      = ∑ S ∈ s.powerset, ∑ j ∈ S, f j (S.erase j) (s \ S) := by
  rw [Finset.sum_sigma', Finset.sum_sigma']
  refine Finset.sum_bij' (fun x _ => ⟨insert x.2 x.1, x.2⟩)
    (fun x _ => ⟨x.1.erase x.2, x.2⟩) ?_ ?_ ?_ ?_ ?_ <;> rintro ⟨S, j⟩ h <;>
    simp only [Finset.mem_sigma, Finset.mem_powerset, Finset.mem_sdiff] at h ⊢
  · exact ⟨Finset.insert_subset h.2.1 h.1, Finset.mem_insert_self _ _⟩
  · exact ⟨(Finset.erase_subset _ _).trans h.1, h.1 h.2, Finset.notMem_erase j S⟩
  · rw [Finset.erase_insert h.2.2]
  · rw [Finset.insert_erase h.2]
  · have h1 : (s \ S).erase j = s \ insert j S := by
      ext x; simp only [Finset.mem_erase, Finset.mem_sdiff, Finset.mem_insert]; tauto
    rw [Finset.erase_insert h.2.2, h1]

/-- Multiplying a Wick expansion from the left by a field with a smaller index gives the
Wick expansion of the enlarged set of fields. -/
theorem field_mul_expansion (hp : ∀ i j, Commute (p i) (p j))
    (hm : ∀ i j, Commute (m i) (m j))
    (hc : ∀ i j, m i * p j - p j * m i = c i j • (1 : R))
    {a : ι} {s : Finset ι} (h : ∀ x ∈ s, a < x) :
    (p a + m a) * ∑ S ∈ s.powerset, haf c S • normal hp hm (s \ S)
      = ∑ S ∈ (insert a s).powerset, haf c S • normal hp hm (insert a s \ S) := by
  have ha : a ∉ s := fun h' => lt_irrefl a (h a h')
  -- the new field is either left uncontracted or contracted with one remaining field
  have h1 : ∀ S ∈ s.powerset, (p a + m a) * (haf c S • normal hp hm (s \ S))
      = haf c S • normal hp hm (insert a s \ S)
        + ∑ j ∈ s \ S, (c a j * haf c S) • normal hp hm ((s \ S).erase j) := by
    intro S hS
    have haS : a ∉ S := fun h' => ha (Finset.mem_powerset.1 hS h')
    have has : a ∉ s \ S := fun h' => ha (Finset.mem_sdiff.1 h').1
    rw [mul_smul_comm, add_mul, m_mul_normal hp hm hc, ← add_assoc,
      ← normal_insert hp hm has, smul_add, Finset.smul_sum,
      Finset.insert_sdiff_of_notMem _ haS]
    congr 1
    refine Finset.sum_congr rfl fun j _ => ?_
    rw [smul_smul, mul_comm (haf c S)]
  have h2 := sum_reindex s (fun j S T => (c a j * haf c S) • normal hp hm T)
  beta_reduce at h2
  rw [Finset.sum_powerset_insert ha, Finset.mul_sum, Finset.sum_congr rfl h1,
    Finset.sum_add_distrib, h2]
  congr 1
  refine Finset.sum_congr rfl fun S hS => ?_
  rw [haf_insert c (fun x hx => h x (Finset.mem_powerset.1 hS hx)), Finset.sum_smul,
    insert_sdiff_insert_new ha]

/-- Wick's theorem for a product of bosonic fields along any increasing list of indices. -/
theorem wick_list (hp : ∀ i j, Commute (p i) (p j)) (hm : ∀ i j, Commute (m i) (m j))
    (hc : ∀ i j, m i * p j - p j * m i = c i j • (1 : R))
    (L : List ι) (hL : L.Pairwise (· < ·)) :
    (L.map fun i => p i + m i).prod
      = ∑ S ∈ L.toFinset.powerset, haf c S • normal hp hm (L.toFinset \ S) := by
  induction L with
  | nil =>
    have he : (∅ : Finset ι) \ ∅ = ∅ := by simp
    rw [List.map_nil, List.prod_nil, List.toFinset_nil, Finset.powerset_empty,
      Finset.sum_singleton, he, haf_empty, normal_empty, one_smul]
  | cons a L ih =>
    rw [List.pairwise_cons] at hL
    rw [List.map_cons, List.prod_cons, ih hL.2, List.toFinset_cons]
    exact field_mul_expansion hp hm hc fun x hx => hL.1 x (List.mem_toFinset.1 hx)

/-- Wick's theorem for bosonic operators: the ordered product of `n` fields `p i + m i` is the
sum over all sets `S` of the hafnian of the contractions on `S` times the normal-ordered
product of the fields outside `S`. -/
theorem wick {n : ℕ} {p m : Fin n → R} {c : Fin n → Fin n → K}
    (hp : ∀ i j, Commute (p i) (p j)) (hm : ∀ i j, Commute (m i) (m j))
    (hc : ∀ i j, m i * p j - p j * m i = c i j • (1 : R)) :
    ((List.finRange n).map fun i => p i + m i).prod
      = ∑ S : Finset (Fin n), haf c S • normal hp hm (Finset.univ \ S) := by
  have key := wick_list hp hm hc (List.finRange n) (List.pairwise_lt_finRange n)
  have hu : (List.finRange n).toFinset = Finset.univ := by ext; simp
  rw [hu, Finset.powerset_univ] at key
  exact key
```

## A single mode satisfies every relation

On complex polynomials, multiplication by X acts as a creation operator and d/dX as an annihilation operator, because (d/dX)X − X(d/dX) = 1. With p_i = u_i X and m_i = v_i d/dX, `wick_witness` verifies all three hypotheses, with c_ij = v_i u_j.

```lean
/-- On complex polynomials, the multiples `u i` of multiplication by `X` and the multiples `v i`
of the derivative satisfy the assumed relations with contractions `v i * u j`. -/
theorem wick_witness {n : ℕ} (u v : Fin n → ℂ) :
    let x : Module.End ℂ (Polynomial ℂ) := LinearMap.mulLeft ℂ Polynomial.X
    let d : Module.End ℂ (Polynomial ℂ) := Polynomial.derivative
    (∀ i j, Commute (u i • x) (u j • x)) ∧ (∀ i j, Commute (v i • d) (v j • d)) ∧
      ∀ i j, (v i • d) * (u j • x) - (u j • x) * (v i • d)
        = (v i * u j) • (1 : Module.End ℂ (Polynomial ℂ)) := by
  intro x d
  have h : d * x - x * d = 1 := by
    refine LinearMap.ext fun f => ?_
    simp [x, d, Module.End.mul_apply, Polynomial.derivative_mul]
  refine ⟨fun i j => ((Commute.refl x).smul_left _).smul_right _,
    fun i j => ((Commute.refl d).smul_left _).smul_right _, fun i j => ?_⟩
  rw [smul_mul_smul_comm, smul_mul_smul_comm, mul_comm (u j)]
  exact (smul_sub (v i * u j) (d * x) (x * d)).symm.trans
    (congrArg (fun y => (v i * u j) • y) h)

end

end BosonicOperatorWick
```

```lean
#print axioms BosonicOperatorWick.haf_odd
#print axioms BosonicOperatorWick.wick
```

```
'BosonicOperatorWick.haf_odd' depends on axioms: [propext, Classical.choice, Quot.sound]
'BosonicOperatorWick.wick' depends on axioms: [propext, Classical.choice, Quot.sound]
```
